# The canonical partition function of a quantum harmonic oscillator is 1/(2 sinh(βħω/2))

A single harmonic oscillator in thermal equilibrium has levels n + 1/2 in units of its quantum of energy, and x > 0 is that quantum times the inverse temperature β. The lemma says that the unnormalised Boltzmann weights exp(−x(n + 1/2)), summed over all natural numbers n, converge to 1/(2 sinh(x/2)). The attempt takes the geometric series with ratio exp(−x), multiplies it by the zero-point factor exp(−x/2), and uses `convert` to match the result to the statement.

The failing Lean file:

```lean
import Mathlib

open Set

namespace OscillatorHasSum

noncomputable section

/-- The Boltzmann weights of one oscillator with `x = β × frequency > 0` sum to
`1 / (2 sinh(x/2))`. -/
theorem oscillator_hasSum {x : ℝ} (hx : 0 < x) :
    HasSum (fun n : ℕ => Real.exp (-(x * (n + 1 / 2)))) (1 / (2 * Real.sinh (x / 2))) := by
  have hq : Real.exp (-x) < 1 := Real.exp_lt_one (by linarith)
  have h := (hasSum_geometric_of_lt_one (Real.exp_pos _).le hq).mul_left (Real.exp (-(x / 2)))
  convert h using 1
  · funext n
    rw [← Real.exp_nat_mul, ← Real.exp_add]
    congr 1
    ring
  · have e1 : Real.exp (-x) = Real.exp (-(x / 2)) * Real.exp (-(x / 2)) := by
      rw [← Real.exp_add]
      congr 1
      ring
    have e2 : Real.exp (x / 2) * Real.exp (-(x / 2)) = 1 := by
      rw [← Real.exp_add, add_neg_cancel, Real.exp_zero]
    have e3 : 1 - Real.exp (-x) = Real.exp (-(x / 2)) * (2 * Real.sinh (x / 2)) := by
      rw [Real.sinh_eq, e1]
      linear_combination -e2
    rw [e3, mul_inv, ← mul_assoc, mul_inv_cancel₀ (Real.exp_ne_zero _), one_mul, one_div]

end

end OscillatorHasSum
```

The error:

```
Main.lean:13:33: error(lean.unknownIdentifier): Unknown constant `Real.exp_lt_one`
Main.lean:16:4: error: Tactic `apply` failed: could not unify the conclusion of `@funext`
  ?f = ?g
with the goal
  Real.instAddCommMonoid =
    CommRing.toNonUnitalCommRing.toNonUnitalNonAssocCommRing.toNonUnitalNonAssocSemiring.toAddCommMonoid

Note: The full type of `@funext` is
  ∀ {α : Sort ?u.57} {β : α → Sort ?u.56} {f g : (x : α) → β x}, (∀ (x : α), f x = g x) → f = g

case e'_3
x : ℝ
hx : 0 < x
hq : Real.exp (-x) < 1
h : HasSum (fun i => Real.exp (-(x / 2)) * Real.exp (-x) ^ i) (Real.exp (-(x / 2)) * (1 - Real.exp (-x))⁻¹)
⊢ Real.instAddCommMonoid =
    CommRing.toNonUnitalCommRing.toNonUnitalNonAssocCommRing.toNonUnitalNonAssocSemiring.toAddCommMonoid
Main.lean:29:8: error: Tactic `rewrite` failed: Did not find an occurrence of the pattern
  1 - Real.exp (-x)
in the target expression
  (fun n => Real.exp (-(x * (↑n + 1 / 2)))) = fun i => Real.exp (-(x / 2)) * Real.exp (-x) ^ i

case e'_5
x : ℝ
hx : 0 < x
hq : Real.exp (-x) < 1
h : HasSum (fun i => Real.exp (-(x / 2)) * Real.exp (-x) ^ i) (Real.exp (-(x / 2)) * (1 - Real.exp (-x))⁻¹)
e1 : Real.exp (-x) = Real.exp (-(x / 2)) * Real.exp (-(x / 2))
e2 : Real.exp (x / 2) * Real.exp (-(x / 2)) = 1
e3 : 1 - Real.exp (-x) = Real.exp (-(x / 2)) * (2 * Real.sinh (x / 2))
⊢ (fun n => Real.exp (-(x * (↑n + 1 / 2)))) = fun i => Real.exp (-(x / 2)) * Real.exp (-x) ^ i
Main.lean:12:89: error: unsolved goals
case e'_6
x : ℝ
hx : 0 < x
hq : Real.exp (-x) < 1
h : HasSum (fun i => Real.exp (-(x / 2)) * Real.exp (-x) ^ i) (Real.exp (-(x / 2)) * (1 - Real.exp (-x))⁻¹)
⊢ 1 / (2 * Real.sinh (x / 2)) = Real.exp (-(x / 2)) * (1 - Real.exp (-x))⁻¹
```

The first error is a missing name: `Real.exp_lt_one` does not exist here, and the repair uses `Real.exp_lt_one_iff.mpr`.

The other three share one cause. `convert h using 1` left three goals where the proof expected two. The extra one, which came first, asks that two `AddCommMonoid` structures on the reals be equal. So `funext` met an equation between structures, the second bullet, written for the sum's value, met the equation between functions, and the value equation was left unproved.

The repair drops `convert`. It proves the two intended equations as `hf` and `hv`, rewrites the goal with them, and closes it with `geom`. That helper states the scaled series directly over the reals, so Lean reconciles the two structures by definitional equality when it checks the helper's proof, and no separate goal arises.

Replacing `congr 1` by `Real.exp_eq_exp` is tidying in `e1`, which had already compiled; in the termwise equation the old step was never reached, so the messages show no fault in it.

As a diff, the version that Lean accepts:

```diff
@@ -11,21 +11,24 @@
 theorem oscillator_hasSum {x : ℝ} (hx : 0 < x) :
     HasSum (fun n : ℕ => Real.exp (-(x * (n + 1 / 2)))) (1 / (2 * Real.sinh (x / 2))) := by
-  have hq : Real.exp (-x) < 1 := Real.exp_lt_one (by linarith)
-  have h := (hasSum_geometric_of_lt_one (Real.exp_pos _).le hq).mul_left (Real.exp (-(x / 2)))
-  convert h using 1
-  · funext n
-    rw [← Real.exp_nat_mul, ← Real.exp_add]
-    congr 1
+  have geom : ∀ a r : ℝ, 0 ≤ r → r < 1 →
+      HasSum (fun n : ℕ => a * r ^ n) (a * (1 - r)⁻¹) :=
+    fun a r h0 h1 => (hasSum_geometric_of_lt_one h0 h1).mul_left a
+  have hf : (fun n : ℕ => Real.exp (-(x * (n + 1 / 2))))
+      = fun n : ℕ => Real.exp (-(x / 2)) * Real.exp (-x) ^ n := by
+    funext n
+    rw [← Real.exp_nat_mul, ← Real.exp_add, Real.exp_eq_exp]
     ring
-  · have e1 : Real.exp (-x) = Real.exp (-(x / 2)) * Real.exp (-(x / 2)) := by
-      rw [← Real.exp_add]
-      congr 1
-      ring
-    have e2 : Real.exp (x / 2) * Real.exp (-(x / 2)) = 1 := by
-      rw [← Real.exp_add, add_neg_cancel, Real.exp_zero]
-    have e3 : 1 - Real.exp (-x) = Real.exp (-(x / 2)) * (2 * Real.sinh (x / 2)) := by
-      rw [Real.sinh_eq, e1]
-      linear_combination -e2
+  have e1 : Real.exp (-x) = Real.exp (-(x / 2)) * Real.exp (-(x / 2)) := by
+    rw [← Real.exp_add, Real.exp_eq_exp]
+    ring
+  have e2 : Real.exp (x / 2) * Real.exp (-(x / 2)) = 1 := by
+    rw [← Real.exp_add, add_neg_cancel, Real.exp_zero]
+  have e3 : 1 - Real.exp (-x) = Real.exp (-(x / 2)) * (2 * Real.sinh (x / 2)) := by
+    rw [Real.sinh_eq, e1]
+    linear_combination -e2
+  have hv : 1 / (2 * Real.sinh (x / 2)) = Real.exp (-(x / 2)) * (1 - Real.exp (-x))⁻¹ := by
     rw [e3, mul_inv, ← mul_assoc, mul_inv_cancel₀ (Real.exp_ne_zero _), one_mul, one_div]
+  rw [hf, hv]
+  exact geom _ _ (Real.exp_pos _).le (Real.exp_lt_one_iff.mpr (by linarith))
 
 end
```
